# With a positive fourth cumulant, an unweighted line fit to a fourth-order EXAFS log amplitude gives too small a coordination number and too small a $C_2$

Take one coordination shell and divide out the known $k$-dependent factors of its EXAFS amplitude. Write $u=k^2$ for the squared photoelectron wavenumber. Through the fourth cumulant, the logarithm of what remains is

$$y(u)=a-2C_2u+\tfrac23C_4u^2 .$$

Here $a$ contains the coordination number, $C_2$ is the variance of the interatomic distance, and $C_4$ is its fourth cumulant. This reading of the cumulants neglects the variation of the $1/r^2$ and mean-free-path factors across the shell. Suppose that $C_4$ is neglected and a line $A-2Su$ is fitted, with $S$ in the role of $C_2$.

With just two sampled points $0<u_1<u_2$, the best line passes through both. The difference between curve and line is then a quadratic with zeros at $u_1$ and $u_2$ and leading coefficient $\tfrac23C_4$:

$$y(u)-(A-2Su)=\tfrac23C_4(u-u_1)(u-u_2).$$

Comparing the constant and linear coefficients gives

$$a-A=\tfrac23C_4u_1u_2,\qquad C_2-S=\tfrac13C_4(u_1+u_2).$$

For $C_4>0$ both are positive. The curve is convex, so at $u=0$ the extended chord lies below it and has a greater (less negative, or even positive) slope than the curve has there. The Lean file shows that both signs persist for any finite collection of positive sample points with at least two distinct values.

## The model and the meaning of a best fit

```lean
import Mathlib

open Finset

namespace EXAFSCumulantFit

noncomputable section

variable {ι : Type*} [Fintype ι]
```

The finite set `ι` labels the data points. A function `u : ι → ℝ` assigns a real number $u_i$ to each label, and values may repeat.

```lean
/-- The EXAFS log amplitude through the fourth cumulant, as a function of `u = k²`:
`a - 2 C₂ u + (2/3) C₄ u²`. -/
def logAmplitude (a C2 C4 u : ℝ) : ℝ := a - 2 * C2 * u + 2 / 3 * C4 * u ^ 2
```

A `def` introduces a name for an expression. This one is $y(u)$ above, with all parameters real. Cumulants beyond the fourth are absent from the model.

```lean
/-- The residual of the datum `y i` with respect to the line `A - 2 S u`. -/
def residual (u y : ι → ℝ) (A S : ℝ) (i : ι) : ℝ := y i - (A - 2 * S * u i)
```

For data $y_i$, the residual is $r_i=y_i-(A-2Su_i)$.

```lean
/-- The unweighted sum of squared residuals of the line `A - 2 S u`. -/
def squaredError (u y : ι → ℝ) (A S : ℝ) : ℝ := ∑ i, residual u y A S i ^ 2
```

The squared error is $E(A,S)=\sum_i r_i^2$. Every point has the same weight.

```lean
/-- The line `A - 2 S u` is a least-squares fit: no other line has a smaller squared error. -/
def IsLeastSquaresLine (u y : ι → ℝ) (A S : ℝ) : Prop :=
  ∀ A' S' : ℝ, squaredError u y A S ≤ squaredError u y A' S'
```

`Prop` marks a statement that may be true or false. This one says that $E(A,S)\le E(A',S')$ for all real $A'$ and $S'$. The fit is thus defined by minimality, and the normal equations have to be derived. Nothing forces $S$ to be positive.

```lean
/-- The power sum `∑ uᵢᵖ` over the sampled points. -/
def moment (u : ι → ℝ) (p : ℕ) : ℝ := ∑ i, u i ^ p
```

These are the power sums $M_p=\sum_i u_i^p$. In particular, $M_0$ is the number of points.

## From minimal error to the normal equations

```lean
/-- The squared error of a shifted line, expanded about the original line. -/
theorem squaredError_shift (u y : ι → ℝ) (A S α β : ℝ) :
    squaredError u y (A + α) (S + β) = squaredError u y A S
      - 2 * α * ∑ i, residual u y A S i + 4 * β * ∑ i, residual u y A S i * u i
      + ∑ i, (α - 2 * β * u i) ^ 2 := by
  simp only [squaredError, residual, Finset.mul_sum, ← Finset.sum_add_distrib,
    ← Finset.sum_sub_distrib]
  exact Finset.sum_congr rfl fun i _ => by ring
```

A `theorem` lists its variables and hypotheses, then its claim after the colon, then the proof after `:=`. Here the line's parameters are shifted by $\alpha$ and $\beta$. Each residual becomes $r_i-(\alpha-2\beta u_i)$, and squaring and summing gives

$$E(A+\alpha,S+\beta)=E(A,S)-2\alpha\sum_i r_i+4\beta\sum_i r_iu_i+\sum_i(\alpha-2\beta u_i)^2 .$$

The proof gathers everything under one sum and lets `ring`, which proves polynomial identities, compare the summands.

```lean
/-- Normal equations: a line is a least-squares fit exactly when its residuals sum to zero,
both unweighted and weighted by `u`. -/
theorem isLeastSquaresLine_iff (u y : ι → ℝ) (A S : ℝ) :
    IsLeastSquaresLine u y A S ↔
      ∑ i, residual u y A S i = 0 ∧ ∑ i, residual u y A S i * u i = 0 := by
  constructor
  · intro h
    -- along any direction the error is a polynomial of degree at most two, minimal at the fit
    have key : ∀ α β : ℝ, -2 * α * ∑ i, residual u y A S i
        + 4 * β * ∑ i, residual u y A S i * u i = 0 := by
      intro α β
      have hd := discrim_le_zero (a := ∑ i, (α - 2 * β * u i) ^ 2)
        (b := -2 * α * ∑ i, residual u y A S i + 4 * β * ∑ i, residual u y A S i * u i)
        (c := 0) (fun t => by
          have h1 := h (A + t * α) (S + t * β)
          have h2 : ∑ i, (t * α - 2 * (t * β) * u i) ^ 2
              = (∑ i, (α - 2 * β * u i) ^ 2) * (t * t) := by
            rw [Finset.sum_mul]
            exact Finset.sum_congr rfl fun i _ => by ring
          rw [squaredError_shift u y A S (t * α) (t * β), h2] at h1
          linarith)
      unfold discrim at hd
      exact (pow_eq_zero_iff two_ne_zero).1 (le_antisymm (by linarith) (sq_nonneg _))
    have h0 := key 1 0
    have h1 := key 0 1
    constructor <;> linarith
  · rintro ⟨h0, h1⟩ A' S'
    have e := squaredError_shift u y A S (A' - A) (S' - S)
    rw [show A + (A' - A) = A' by ring, show S + (S' - S) = S' by ring, h0, h1] at e
    have hn : 0 ≤ ∑ i, ((A' - A) - 2 * (S' - S) * u i) ^ 2 :=
      Finset.sum_nonneg fun i _ => sq_nonneg _
    linarith
```

The line is a least-squares fit exactly when

$$\sum_i r_i=0\quad\text{and}\quad\sum_i r_iu_i=0 .$$

For the forward direction, move away from the fit by $(t\alpha,t\beta)$. The error changes by $bt+qt^2$, where

$$b=-2\alpha\sum_i r_i+4\beta\sum_i r_iu_i,\qquad q=\sum_i(\alpha-2\beta u_i)^2 .$$

Minimality makes this change non-negative for every real $t$. Its discriminant $b^2$ is therefore at most zero, so $b=0$. This is the step `key`, which rests on `discrim_le_zero`. The directions $(1,0)$ and $(0,1)$, called as `key 1 0` and `key 0 1`, yield the two equations.

Conversely, if both sums vanish, any other line has an error larger by $q\ge0$.

## Three positive combinations of power sums

```lean
/-- A sum of squared differences over all pairs of points, with positive weights, is positive
if at least two points are distinct. -/
theorem pair_sum_pos (u : ι → ℝ) (w : ι → ι → ℝ) (hw : ∀ i j, 0 < w i j)
    (hne : ∃ i j, u i ≠ u j) : 0 < ∑ i, ∑ j, w i j * (u i - u j) ^ 2 := by
  obtain ⟨i, j, hij⟩ := hne
  have hn : ∀ i j, 0 ≤ w i j * (u i - u j) ^ 2 :=
    fun i j => mul_nonneg (hw i j).le (sq_nonneg _)
  have hp : 0 < (u i - u j) ^ 2 :=
    lt_of_le_of_ne (sq_nonneg _) (Ne.symm (pow_ne_zero 2 (sub_ne_zero.2 hij)))
  exact Finset.sum_pos' (fun i _ => Finset.sum_nonneg fun j _ => hn i j)
    ⟨i, Finset.mem_univ i, Finset.sum_pos' (fun j _ => hn i j)
      ⟨j, Finset.mem_univ j, mul_pos (hw i j) hp⟩⟩
```

If all weights $w_{ij}$ are positive and some two points differ, then $\sum_{i,j}w_{ij}(u_i-u_j)^2>0$. Every term is non-negative, and the pair of distinct points contributes a positive one. The hypothesis `hne : ∃ i j, u i ≠ u j` reads "there are labels $i$ and $j$ with $u_i\ne u_j$".

```lean
/-- Three strict moment inequalities for positive points of which at least two are distinct. -/
theorem moment_gaps (u : ι → ℝ) (hu : ∀ i, 0 < u i) (hne : ∃ i j, u i ≠ u j) :
    0 < moment u 0 * moment u 2 - moment u 1 ^ 2 ∧
    0 < moment u 1 * moment u 3 - moment u 2 ^ 2 ∧
    0 < moment u 0 * moment u 3 - moment u 1 * moment u 2 := by
  have key : ∀ p q, moment u p * moment u q = ∑ i, ∑ j, u i ^ p * u j ^ q := by
    intro p q
    unfold moment
    rw [Finset.sum_mul_sum]
  -- each gap is half of a weighted sum over pairs
  have e1 : ∑ i, ∑ j, (1 : ℝ) * (u i - u j) ^ 2 = moment u 2 * moment u 0
      - 2 * (moment u 1 * moment u 1) + moment u 0 * moment u 2 := by
    rw [key 2 0, key 1 1, key 0 2]
    simp only [Finset.mul_sum, ← Finset.sum_add_distrib, ← Finset.sum_sub_distrib]
    exact Finset.sum_congr rfl fun i _ => Finset.sum_congr rfl fun j _ => by ring
  have e2 : ∑ i, ∑ j, (u i * u j) * (u i - u j) ^ 2 = moment u 3 * moment u 1
      - 2 * (moment u 2 * moment u 2) + moment u 1 * moment u 3 := by
    rw [key 3 1, key 2 2, key 1 3]
    simp only [Finset.mul_sum, ← Finset.sum_add_distrib, ← Finset.sum_sub_distrib]
    exact Finset.sum_congr rfl fun i _ => Finset.sum_congr rfl fun j _ => by ring
  have e3 : ∑ i, ∑ j, (u i + u j) * (u i - u j) ^ 2 = moment u 3 * moment u 0
      - moment u 2 * moment u 1 - moment u 1 * moment u 2 + moment u 0 * moment u 3 := by
    rw [key 3 0, key 2 1, key 1 2, key 0 3]
    simp only [← Finset.sum_add_distrib, ← Finset.sum_sub_distrib]
    exact Finset.sum_congr rfl fun i _ => Finset.sum_congr rfl fun j _ => by ring
  have p1 := pair_sum_pos u (fun _ _ => (1 : ℝ)) (fun _ _ => one_pos) hne
  have p2 := pair_sum_pos u (fun i j => u i * u j) (fun i j => mul_pos (hu i) (hu j)) hne
  have p3 := pair_sum_pos u (fun i j => u i + u j) (fun i j => add_pos (hu i) (hu j)) hne
  replace p1 := lt_of_lt_of_eq p1 e1
  replace p2 := lt_of_lt_of_eq p2 e2
  replace p3 := lt_of_lt_of_eq p3 e3
  refine ⟨?_, ?_, ?_⟩ <;> nlinarith
```

Name the three combinations

$$D=M_0M_2-M_1^2,\quad G=M_1M_3-M_2^2,\quad H=M_0M_3-M_1M_2 .$$

Expanding the squares gives

$$\begin{aligned}
2D&=\sum_{i,j}(u_i-u_j)^2,\\
2G&=\sum_{i,j}u_iu_j(u_i-u_j)^2,\\
2H&=\sum_{i,j}(u_i+u_j)(u_i-u_j)^2 .
\end{aligned}$$

For positive $u_i$ all the weights are positive, so the previous theorem gives $D,G,H>0$. In the proof, `e1`, `e2` and `e3` are these expansions, and `p1`, `p2` and `p3` are the corresponding positivity statements.

## The size and sign of the errors

```lean
/-- For a least-squares line fitted to the exact log amplitude, the errors `a - A` and `C₂ - S`,
each multiplied by `M₀ M₂ - M₁²` (with `Mₚ` the power sums of `u`), equal `C₄` times combinations of
power sums. -/
theorem fit_bias (u : ι → ℝ) (a C2 C4 A S : ℝ)
    (h : IsLeastSquaresLine u (fun i => logAmplitude a C2 C4 (u i)) A S) :
    (a - A) * (moment u 0 * moment u 2 - moment u 1 ^ 2)
      = 2 / 3 * C4 * (moment u 1 * moment u 3 - moment u 2 ^ 2) ∧
    (C2 - S) * (moment u 0 * moment u 2 - moment u 1 ^ 2)
      = C4 / 3 * (moment u 0 * moment u 3 - moment u 1 * moment u 2) := by
  obtain ⟨h0, h1⟩ := (isLeastSquaresLine_iff _ _ _ _).1 h
  -- the normal equations in terms of moments
  have e0 : (a - A) * moment u 0 - 2 * (C2 - S) * moment u 1
      + 2 / 3 * C4 * moment u 2 = 0 := by
    rw [← h0]
    simp only [moment, residual, logAmplitude, Finset.mul_sum, ← Finset.sum_add_distrib,
      ← Finset.sum_sub_distrib]
    exact Finset.sum_congr rfl fun i _ => by ring
  have e1 : (a - A) * moment u 1 - 2 * (C2 - S) * moment u 2
      + 2 / 3 * C4 * moment u 3 = 0 := by
    rw [← h1]
    simp only [moment, residual, logAmplitude, Finset.mul_sum, ← Finset.sum_add_distrib,
      ← Finset.sum_sub_distrib]
    exact Finset.sum_congr rfl fun i _ => by ring
  constructor
  · linear_combination moment u 2 * e0 - moment u 1 * e1
  · linear_combination (1 / 2) * moment u 1 * e0 - (1 / 2) * moment u 0 * e1
```

The data are now the model values $y(u_i)$, without noise. The residuals are

$$r_i=(a-A)-2(C_2-S)u_i+\tfrac23C_4u_i^2,$$

and the normal equations become

$$\begin{aligned}
(a-A)M_0-2(C_2-S)M_1+\tfrac23C_4M_2&=0,\\
(a-A)M_1-2(C_2-S)M_2+\tfrac23C_4M_3&=0 .
\end{aligned}$$

These are `e0` and `e1`. Multiplying the first by $M_2$ and the second by $M_1$, then subtracting, eliminates $C_2-S$. Multiplying by $M_1$ and $M_0$ instead, subtracting and halving eliminates $a-A$. The results are

$$(a-A)D=\tfrac23C_4G,\qquad (C_2-S)D=\tfrac13C_4H .$$

The two `linear_combination` lines contain exactly these multipliers.

```lean
/-- For positive `u = k²` with at least two distinct values and a positive fourth cumulant, the
least-squares line fitted to the exact log amplitude underestimates both the intercept `a` and the
second cumulant `C₂`. -/
theorem line_fit_underestimates (u : ι → ℝ) (hu : ∀ i, 0 < u i) (hne : ∃ i j, u i ≠ u j)
    (a C2 C4 A S : ℝ) (hC4 : 0 < C4)
    (h : IsLeastSquaresLine u (fun i => logAmplitude a C2 C4 (u i)) A S) :
    A < a ∧ S < C2 := by
  obtain ⟨hD, hG, hH⟩ := moment_gaps u hu hne
  obtain ⟨b1, b2⟩ := fit_bias u a C2 C4 A S h
  constructor
  · by_contra hc
    have hc' := mul_nonneg (sub_nonneg.2 (not_lt.1 hc)) hD.le
    have hp := mul_pos hC4 hG
    linarith
  · by_contra hc
    have hc' := mul_nonneg (sub_nonneg.2 (not_lt.1 hc)) hD.le
    have hp := mul_pos hC4 hH
    linarith
```

This is the main theorem. Its hypotheses are that all $u_i$ are positive (`hu`), at least two are distinct (`hne`), $C_4>0$ (`hC4`), and the line is a least-squares fit (`h`). The conclusion `A < a ∧ S < C2` joins both inequalities with "and".

By hand, divide the two error formulas by $D>0$; the right-hand sides are positive because $C_4$, $G$ and $H$ are. Lean argues by contradiction: if $A\ge a$, then $(A-a)D\ge0$, which conflicts with $(a-A)D=\tfrac23C_4G>0$. The argument for $S$ is the same with $H$.

If all the $u_i$ coincided, $D$ would vanish and lines of any slope through the single data value would fit equally well, so the signs would be undetermined.

```lean
/-- Converse: for positive `u` with at least two distinct values, if the least-squares line fitted
to the exact log amplitude underestimates the intercept or the second cumulant, the fourth cumulant
is positive. -/
theorem fourth_cumulant_pos (u : ι → ℝ) (hu : ∀ i, 0 < u i) (hne : ∃ i j, u i ≠ u j)
    (a C2 C4 A S : ℝ) (h : IsLeastSquaresLine u (fun i => logAmplitude a C2 C4 (u i)) A S)
    (hlow : A < a ∨ S < C2) : 0 < C4 := by
  obtain ⟨hD, hG, hH⟩ := moment_gaps u hu hne
  obtain ⟨b1, b2⟩ := fit_bias u a C2 C4 A S h
  by_contra hc
  have hc' := sub_nonneg.2 (not_lt.1 hc)
  rcases hlow with hA | hS
  · have hp := mul_pos (sub_pos.2 hA) hD
    have hq := mul_nonneg hc' hG.le
    linarith
  · have hp := mul_pos (sub_pos.2 hS) hD
    have hq := mul_nonneg hc' hH.le
    linarith
```

The converse needs only one of the two underestimates, as the "or" sign `∨` in `hlow` says. If $A<a$, then $(a-A)D>0$, so $\tfrac23C_4G>0$, and $G>0$ forces $C_4>0$. If $S<C_2$, the same reasoning applies with $H$.

## Coordination number and disorder

```lean
/-- Let the log amplitude have intercept `log (K N)`, with coordination number `N > 0` and a known
factor `K > 0`. For positive `u`, at least two distinct, and `C₄ > 0`, a least-squares line fitted
to the exact log amplitude, with intercept `log (K N')`, `N' > 0`, has `N' < N` and `S < C₂`. -/
theorem coordination_number_underestimated (u : ι → ℝ) (hu : ∀ i, 0 < u i)
    (hne : ∃ i j, u i ≠ u j) (K N N' C2 C4 S : ℝ) (hK : 0 < K) (hN : 0 < N) (hN' : 0 < N')
    (hC4 : 0 < C4)
    (h : IsLeastSquaresLine u (fun i => logAmplitude (Real.log (K * N)) C2 C4 (u i))
      (Real.log (K * N')) S) :
    N' < N ∧ S < C2 := by
  obtain ⟨hA, hS⟩ := line_fit_underestimates u hu hne _ C2 C4 _ S hC4 h
  have hlt := (Real.log_lt_log_iff (mul_pos hK hN') (mul_pos hK hN)).1 hA
  exact ⟨lt_of_mul_lt_mul_left hlt hK.le, hS⟩
```

Now the intercept is $a=\log(KN)$, where $N$ is the true coordination number. The constant $K>0$ stands for the amplitude factors that do not depend on $k$, such as the passive-electron reduction factor, and is assumed to be known and the same in the model and in the fit. The fitted intercept is written as $\log(KN')$, which defines the inferred coordination number $N'>0$. Both numbers are real, as averages over sites may be.

The main theorem gives $\log(KN')<\log(KN)$. The logarithm is strictly increasing, so $KN'<KN$, and dividing by $K$ gives $N'<N$. The inequality $S<C_2$ carries over unchanged.

This matters when a distance variance from molecular dynamics is compared with one from such a line fit: within this model, for noise-free, single-shell, equally weighted data with no cumulants above the fourth, a positive $C_4$ puts the fitted variance below the true one. Fixed positive but unequal weights change the size of the errors and not their signs, because the pair sums above only acquire further positive factors. Noise or higher cumulants can reverse the signs.

```lean
/-- For the exact log amplitude at two sampled points `u₁`, `u₂`, a least-squares line has intercept
`a - (2/3) C₄ u₁ u₂` and slope parameter `C₂ - C₄ (u₁ + u₂) / 3`. -/
theorem two_point_fit (u₁ u₂ a C2 C4 : ℝ) :
    IsLeastSquaresLine ![u₁, u₂] (fun i => logAmplitude a C2 C4 (![u₁, u₂] i))
      (a - 2 / 3 * C4 * (u₁ * u₂)) (C2 - C4 * (u₁ + u₂) / 3) := by
  rw [isLeastSquaresLine_iff]
  constructor <;>
    simp only [Fin.sum_univ_two, residual, logAmplitude, Matrix.cons_val_zero,
      Matrix.cons_val_one] <;>
    ring

end

end EXAFSCumulantFit
```

The last theorem returns to the two-point case. The notation `![u₁, u₂]` is the list of the two sampled values. The claim is that a least-squares line has

$$A=a-\tfrac23C_4u_1u_2,\qquad S=C_2-\tfrac13C_4(u_1+u_2),$$

in agreement with the chord computed at the start. After rewriting by the normal equations, the proof only has to check two sums, and both vanish because each residual is zero. No condition on $u_1$ and $u_2$ is needed; if they coincide, this line is one of many minimisers.

Combined with $a=\log(KN)$, the intercept formula gives $N'/N=\exp(-\tfrac23C_4u_1u_2)$, so for a given $C_4>0$ the loss in coordination number grows with the product of the two sampled $k^2$ values.

```lean
#print axioms EXAFSCumulantFit.fourth_cumulant_pos
#print axioms EXAFSCumulantFit.coordination_number_underestimated
#print axioms EXAFSCumulantFit.two_point_fit
```

```
'EXAFSCumulantFit.fourth_cumulant_pos' depends on axioms: [propext, Classical.choice, Quot.sound]
'EXAFSCumulantFit.coordination_number_underestimated' depends on axioms: [propext, Classical.choice, Quot.sound]
'EXAFSCumulantFit.two_point_fit' depends on axioms: [propext, Classical.choice, Quot.sound]
```
